# Orthonormal orbitals rotated by cosines and sines into orthogonal virtual directions obey the Grassmann geodesic equation

A statement about the velocity of a set of orbitals first needs a meaning for the derivative of a matrix, for example a limit in some chosen matrix norm or an ordinary derivative of every entry. I would like to see that choice made explicitly for the orbital rotation

$$Y(t)=YV\cos(tS)V^T+U\sin(tS)V^T .$$

Here the columns of the real matrix $Y$ are orthonormal occupied orbitals, those of $U$ are orthonormal virtual directions orthogonal to all of them, $V$ is orthogonal and $S$ is diagonal. The claim is that the orbitals start at $Y$ with velocity $USV^T$, stay orthonormal, never move within their own span, and satisfy $Y''+Y(t)\,Y'^TY'=0$. Can this be derived in full and checked by machine, with the derivatives being real derivatives and not just names for matrices?

## Each orbital pair turns in its own plane

Yes. The derivative is taken entry by entry, so no matrix norm enters. The velocity and acceleration are written down as explicit matrices and then proved to be the derivatives.

The assumptions are $Y^TY=1$, $U^TU=1$, $Y^TU=0$ and $V^TV=1$, with $S=\mathrm{diag}(s)$ for arbitrary real numbers $s_i$. Since $V$ is square, $VV^T=1$ as well. Let $v_i$ and $u_i$ be the $i$-th columns of $V$ and $U$. Then

$$Y(t)v_i=\cos(ts_i)\,Yv_i+\sin(ts_i)\,u_i ,$$

so the occupied combination $Yv_i$ turns towards its virtual partner $u_i$ through the angle $ts_i$.

All the matrices needed have one shape. For coefficient vectors $c,d$, write $D_c=\mathrm{diag}(c)$ and

$$F(c,d)=YVD_cV^T+UD_dV^T .$$

**Overlaps.** Multiplying out gives four blocks:

$$\begin{aligned}
F(c,d)^TF(c',d')={}&VD_cV^T(Y^TY)VD_{c'}V^T+VD_cV^T(Y^TU)D_{d'}V^T\\
&+VD_d(U^TY)VD_{c'}V^T+VD_d(U^TU)D_{d'}V^T .
\end{aligned}$$

The two mixed blocks vanish, because $U^TY=(Y^TU)^T=0$. In the others the inner products are identities, which leaves

$$F(c,d)^TF(c',d')=VD_eV^T,\qquad e_i=c_ic'_i+d_id'_i .$$

**Derivatives.** Each entry of $F(c,d)$ is a finite sum, linear in the coefficients:

$$F(c,d)_{ij}=\sum_k\big[(YV)_{ik}c_kV_{jk}+U_{ik}d_kV_{jk}\big].$$

Differentiating a frame therefore means differentiating $c$ and $d$:

| Matrix | $c_i$ | $d_i$ |
|---|---|---|
| $Y(t)$ | $\cos(ts_i)$ | $\sin(ts_i)$ |
| $Y'(t)$ | $-s_i\sin(ts_i)$ | $s_i\cos(ts_i)$ |
| $Y''(t)$ | $-s_i^2\cos(ts_i)$ | $-s_i^2\sin(ts_i)$ |

At $t=0$ the first two rows give $Y(0)=YVV^T=Y$ and $Y'(0)=USV^T$.

**Orthonormality, horizontality and speed.** The overlap formula now needs only three scalar identities:

- For $Y(t)^TY(t)$, $e_i=\cos^2(ts_i)+\sin^2(ts_i)=1$, so the product is $VV^T=1$.
- For $Y(t)^TY'(t)$, $e_i=-s_i\cos(ts_i)\sin(ts_i)+s_i\sin(ts_i)\cos(ts_i)=0$, so the product is zero.
- For $Y'^TY'$, $e_i=s_i^2\sin^2(ts_i)+s_i^2\cos^2(ts_i)=s_i^2$, so the product is $VS^2V^T$, independent of time.

**The geodesic equation.** Because $V^TV=1$, right multiplication by $VD_eV^T$ rescales the coefficients:

$$F(c,d)\,VD_eV^T=F(ce,de),$$

where $ce$ and $de$ are products component by component. With $e_i=s_i^2$, the product $Y(t)\,Y'^TY'$ has coefficients $s_i^2\cos(ts_i)$ and $s_i^2\sin(ts_i)$. These are the negatives of those of $Y''$, so the sum is zero.

**Overlap with the starting orbitals.** From $Y^TY=1$ and $Y^TU=0$ we get $Y^TY(t)=V\cos(tS)V^T$. Since $(\det V)^2=1$,

$$\det\big(Y^TY(t)\big)=\prod_i\cos(ts_i).$$

## Two occupied orbitals in four basis functions

Let $Y$ hold the first two unit vectors of $\mathbb R^4$ and $U$ the last two. Take

$$V=\begin{pmatrix}3/5&-4/5\\4/5&3/5\end{pmatrix},\qquad s=(\pi/3,\,0),\qquad t=1 .$$

The cosines are $(1/2,1)$ and the sines $(\sqrt3/2,0)$, so

$$Y(1)=\begin{pmatrix}0.82&-0.24\\-0.24&0.68\\0.3\sqrt3&0.4\sqrt3\\0&0\end{pmatrix}.$$

The squared column norms are $0.6724+0.0576+0.27=1$ and $0.0576+0.4624+0.48=1$. The columns' inner product is $-0.1968-0.1632+0.36=0$. The upper block is $Y^TY(1)$, with determinant $0.5576-0.0576=1/2=\cos(\pi/3)\cos 0$.

## What the theorem says about orbitals

The index type `n` labels basis functions and `p` labels occupied orbitals. `IsRotationData Y U V` collects the four assumptions, and `frame`, `geodesic`, `velocity` and `acceleration` are $F(c,d)$ and the three rows of the table. `HasEntryDeriv F F' t` says that every entry of the curve `F` has the corresponding entry of `F'` as its derivative at `t`.

In words, `grassmann_geodesic` states that for any such data and any real `s`, the curve starts at $Y$ with velocity $USV^T$. At every real time `velocity` and `acceleration` are its first and second derivatives, the orbitals are orthonormal and orthogonal to their velocity, and the geodesic equation holds.

The equation $Y''=-Y(t)\,Y'^TY'$ says in particular that the acceleration lies in the span of the current orbitals $Y(t)$, with no component orthogonal to that span. The condition $Y(t)^TY'(t)=0$ removes motion that merely mixes occupied orbitals among themselves. The theorem verifies this equation for the explicit curve; it does not construct the Grassmann manifold or its metric, derive the equation from them, or show that the curve minimises length.

Several conventions limit the scope:

- Orbitals are real and the basis is finite and orthonormal, since overlaps are computed as $Y^TY$ with no basis overlap matrix.
- $U$ has as many columns as $Y$, so the assumptions require at least twice as many basis functions as occupied orbitals.
- The factors $U$, $S$ and $V$ are given. For a search direction orthogonal to the occupied orbitals, they can be taken from a singular value decomposition, with the columns of $U$ for zero singular values also chosen orthogonal to $Y$.

For direct energy minimisation in Hartree–Fock theory with real orbitals in such a basis, the result means that a step of any length along this curve needs no re-orthonormalisation in exact arithmetic.

The separate theorem `det_overlap` gives the product of cosines. If the columns of $Y$ and $U$ are spin orbitals, each occupied one holding one electron, that product is the overlap of the initial and rotated Slater determinants. Thouless's theorem represents a determinant, up to a scalar factor, as the exponential of a single-excitation operator acting on a reference determinant to which it is not orthogonal. This non-orthogonality condition fails here exactly when some $\cos(ts_i)$ is zero. The exponential representation itself is not formalised.

In Lean 4 with Mathlib:

```lean
import Mathlib

open Matrix

namespace GrassmannGeodesic

noncomputable section

variable {n p : Type*} [Fintype p] [DecidableEq p]

/-- Occupied orbitals `Y` and virtual directions `U` are orthonormal and mutually orthogonal,
and `V` is an orthogonal mixing of the occupied orbitals. -/
structure IsRotationData [Fintype n] (Y U : Matrix n p ℝ) (V : Matrix p p ℝ) : Prop where
  occ : Yᵀ * Y = 1
  virt : Uᵀ * U = 1
  orth : Yᵀ * U = 0
  mix : Vᵀ * V = 1

/-- The orbitals `Y V diag(c) Vᵀ + U diag(d) Vᵀ` with occupied coefficients `c` and
virtual coefficients `d`. -/
def frame (Y U : Matrix n p ℝ) (V : Matrix p p ℝ) (c d : p → ℝ) : Matrix n p ℝ :=
  Y * V * diagonal c * Vᵀ + U * diagonal d * Vᵀ

/-- The rotated orbitals `Y(t) = Y V cos(tS) Vᵀ + U sin(tS) Vᵀ`, with `S = diag(s)`. -/
def geodesic (Y U : Matrix n p ℝ) (V : Matrix p p ℝ) (s : p → ℝ) (t : ℝ) : Matrix n p ℝ :=
  frame Y U V (fun i => Real.cos (t * s i)) (fun i => Real.sin (t * s i))

/-- The matrix `-Y V S sin(tS) Vᵀ + U S cos(tS) Vᵀ`. -/
def velocity (Y U : Matrix n p ℝ) (V : Matrix p p ℝ) (s : p → ℝ) (t : ℝ) : Matrix n p ℝ :=
  frame Y U V (fun i => -(s i * Real.sin (t * s i))) (fun i => s i * Real.cos (t * s i))

/-- The matrix `-Y V S² cos(tS) Vᵀ - U S² sin(tS) Vᵀ`. -/
def acceleration (Y U : Matrix n p ℝ) (V : Matrix p p ℝ) (s : p → ℝ) (t : ℝ) :
    Matrix n p ℝ :=
  frame Y U V (fun i => -(s i ^ 2 * Real.cos (t * s i)))
    (fun i => -(s i ^ 2 * Real.sin (t * s i)))

/-- The matrix curve `F` has derivative `F'` at time `t`, entry by entry. -/
def HasEntryDeriv (F : ℝ → Matrix n p ℝ) (F' : Matrix n p ℝ) (t : ℝ) : Prop :=
  ∀ i j, HasDerivAt (fun τ => F τ i j) (F' i j) t

/-- The orbital coefficients of a frame, written as a sum over the rotated orbital pairs. -/
theorem frame_apply (Y U : Matrix n p ℝ) (V : Matrix p p ℝ) (c d : p → ℝ) (i : n) (j : p) :
    frame Y U V c d i j =
      ∑ k, ((Y * V) i k * c k * V j k + U i k * d k * V j k) := by
  rw [frame, Matrix.add_apply, Matrix.mul_apply, Matrix.mul_apply, ← Finset.sum_add_distrib]
  simp only [Matrix.mul_diagonal, Matrix.transpose_apply]

/-- The overlap matrix of two frames is `V diag(e) Vᵀ` with `e = c c' + d d'`. -/
theorem frame_overlap [Fintype n] {Y U : Matrix n p ℝ} {V : Matrix p p ℝ}
    (h : IsRotationData Y U V)
    {c d c' d' e : p → ℝ} (he : ∀ i, c i * c' i + d i * d' i = e i) :
    (frame Y U V c d)ᵀ * frame Y U V c' d' = V * diagonal e * Vᵀ := by
  have hUY : Uᵀ * Y = 0 := by
    have h0 := congrArg Matrix.transpose h.orth
    simpa [Matrix.transpose_mul] using h0
  -- the four blocks: occupied-occupied, the two mixed ones, virtual-virtual
  have h1 : diagonal c * (Vᵀ * (Yᵀ * Y) * V) * diagonal c'
      = diagonal (fun i => c i * c' i) := by
    rw [h.occ, Matrix.mul_one, h.mix, Matrix.mul_one, diagonal_mul_diagonal]
  have h2 : diagonal c * Vᵀ * (Yᵀ * U) * diagonal d' = 0 := by
    rw [h.orth, Matrix.mul_zero, Matrix.zero_mul]
  have h3 : diagonal d * (Uᵀ * Y) * V * diagonal c' = 0 := by
    rw [hUY, Matrix.mul_zero, Matrix.zero_mul, Matrix.zero_mul]
  have h4 : diagonal d * (Uᵀ * U) * diagonal d' = diagonal (fun i => d i * d' i) := by
    rw [h.virt, Matrix.mul_one, diagonal_mul_diagonal]
  have h5 : (fun i => c i * c' i + d i * d' i) = e := funext he
  calc (frame Y U V c d)ᵀ * frame Y U V c' d'
      = V * ((diagonal c * (Vᵀ * (Yᵀ * Y) * V) * diagonal c'
          + diagonal c * Vᵀ * (Yᵀ * U) * diagonal d')
          + (diagonal d * (Uᵀ * Y) * V * diagonal c'
          + diagonal d * (Uᵀ * U) * diagonal d')) * Vᵀ := by
        simp only [frame, Matrix.transpose_add, Matrix.transpose_mul,
          Matrix.transpose_transpose, Matrix.diagonal_transpose, Matrix.mul_add,
          Matrix.add_mul, Matrix.mul_assoc]
        abel
    _ = V * diagonal e * Vᵀ := by
        rw [h1, h2, h3, h4, add_zero, zero_add, diagonal_add, h5]

/-- Multiplying a frame by `V diag(e) Vᵀ` rescales its coefficients by `e`. -/
theorem frame_mul (Y U : Matrix n p ℝ) {V : Matrix p p ℝ} (hV : Vᵀ * V = 1)
    (c d e : p → ℝ) :
    frame Y U V c d * (V * diagonal e * Vᵀ)
      = frame Y U V (fun i => c i * e i) (fun i => d i * e i) := by
  calc frame Y U V c d * (V * diagonal e * Vᵀ)
      = Y * V * diagonal c * (Vᵀ * V) * diagonal e * Vᵀ
        + U * diagonal d * (Vᵀ * V) * diagonal e * Vᵀ := by
        simp only [frame, Matrix.add_mul, Matrix.mul_assoc]
    _ = _ := by
        rw [hV, Matrix.mul_one, Matrix.mul_one,
          Matrix.mul_assoc (Y * V) (diagonal c) (diagonal e),
          Matrix.mul_assoc U (diagonal d) (diagonal e),
          diagonal_mul_diagonal, diagonal_mul_diagonal, frame]

/-- `velocity` is the time derivative of the rotated orbitals, and `acceleration` is the
time derivative of `velocity`. -/
theorem geodesic_derivatives (Y U : Matrix n p ℝ) (V : Matrix p p ℝ) (s : p → ℝ) (t : ℝ) :
    HasEntryDeriv (geodesic Y U V s) (velocity Y U V s t) t ∧
    HasEntryDeriv (velocity Y U V s) (acceleration Y U V s t) t := by
  have hc : ∀ a : ℝ, HasDerivAt (fun τ => Real.cos (τ * a)) (-(a * Real.sin (t * a))) t :=
    fun a => (((hasDerivAt_id' t).mul_const a).cos).congr_deriv (by ring)
  have hs : ∀ a : ℝ, HasDerivAt (fun τ => Real.sin (τ * a)) (a * Real.cos (t * a)) t :=
    fun a => (((hasDerivAt_id' t).mul_const a).sin).congr_deriv (by ring)
  have hc2 : ∀ a : ℝ, HasDerivAt (fun τ => a * Real.cos (τ * a))
      (-(a ^ 2 * Real.sin (t * a))) t :=
    fun a => ((hc a).const_mul a).congr_deriv (by ring)
  have hs2 : ∀ a : ℝ, HasDerivAt (fun τ => -(a * Real.sin (τ * a)))
      (-(a ^ 2 * Real.cos (t * a))) t :=
    fun a => (((hs a).const_mul a).fun_neg).congr_deriv (by ring)
  constructor
  · intro i j
    simp only [geodesic, velocity, frame_apply]
    exact HasDerivAt.fun_sum fun k _ =>
      (((hc (s k)).const_mul _).mul_const _).fun_add (((hs (s k)).const_mul _).mul_const _)
  · intro i j
    simp only [velocity, acceleration, frame_apply]
    exact HasDerivAt.fun_sum fun k _ =>
      (((hs2 (s k)).const_mul _).mul_const _).fun_add (((hc2 (s k)).const_mul _).mul_const _)

/-- The matrix `Y'(t)ᵀ Y'(t)` equals `V S² Vᵀ` at all times. -/
theorem velocity_gram [Fintype n] {Y U : Matrix n p ℝ} {V : Matrix p p ℝ}
    (h : IsRotationData Y U V)
    (s : p → ℝ) (t : ℝ) :
    (velocity Y U V s t)ᵀ * velocity Y U V s t = V * diagonal (fun i => s i ^ 2) * Vᵀ := by
  refine frame_overlap h fun i => ?_
  show -(s i * Real.sin (t * s i)) * -(s i * Real.sin (t * s i))
    + s i * Real.cos (t * s i) * (s i * Real.cos (t * s i)) = s i ^ 2
  linear_combination s i ^ 2 * Real.sin_sq_add_cos_sq (t * s i)

/-- The rotated orbitals start at `Y` with velocity `U S Vᵀ`; at all times they are orthonormal,
orthogonal to their velocity, and obey `Y''(t) + Y(t) Y'(t)ᵀ Y'(t) = 0`. -/
theorem grassmann_geodesic [Fintype n] {Y U : Matrix n p ℝ} {V : Matrix p p ℝ}
    (h : IsRotationData Y U V) (s : p → ℝ) :
    geodesic Y U V s 0 = Y ∧ velocity Y U V s 0 = U * diagonal s * Vᵀ ∧
    ∀ t, HasEntryDeriv (geodesic Y U V s) (velocity Y U V s t) t ∧
      HasEntryDeriv (velocity Y U V s) (acceleration Y U V s t) t ∧
      (geodesic Y U V s t)ᵀ * geodesic Y U V s t = 1 ∧
      (geodesic Y U V s t)ᵀ * velocity Y U V s t = 0 ∧
      acceleration Y U V s t
        + geodesic Y U V s t * ((velocity Y U V s t)ᵀ * velocity Y U V s t) = 0 := by
  have hVV : V * Vᵀ = 1 := mul_eq_one_comm.mp h.mix
  refine ⟨by simp [geodesic, frame, Matrix.mul_assoc, hVV], by simp [velocity, frame],
    fun t => ⟨(geodesic_derivatives Y U V s t).1, (geodesic_derivatives Y U V s t).2,
      ?_, ?_, ?_⟩⟩
  · -- cos² + sin² = 1 in every orbital pair
    have h1 : (geodesic Y U V s t)ᵀ * geodesic Y U V s t
        = V * diagonal (fun _ => (1 : ℝ)) * Vᵀ := by
      refine frame_overlap h fun i => ?_
      show Real.cos (t * s i) * Real.cos (t * s i)
        + Real.sin (t * s i) * Real.sin (t * s i) = 1
      linear_combination Real.sin_sq_add_cos_sq (t * s i)
    rw [h1, diagonal_one, Matrix.mul_one, hVV]
  · -- the occupied and virtual contributions cancel
    have h0 : (geodesic Y U V s t)ᵀ * velocity Y U V s t
        = V * diagonal (fun _ => (0 : ℝ)) * Vᵀ := by
      refine frame_overlap h fun i => ?_
      show Real.cos (t * s i) * -(s i * Real.sin (t * s i))
        + Real.sin (t * s i) * (s i * Real.cos (t * s i)) = 0
      ring
    rw [h0, diagonal_zero, Matrix.mul_zero, Matrix.zero_mul]
  · rw [velocity_gram h, geodesic, frame_mul Y U h.mix, acceleration]
    ext i j
    simp only [Matrix.add_apply, frame_apply, Matrix.zero_apply, ← Finset.sum_add_distrib]
    exact Finset.sum_eq_zero fun k _ => by ring

/-- The determinant of the overlap matrix between the initial and the rotated orbitals is
the product of the cosines of the rotation angles `t sᵢ`. -/
theorem det_overlap [Fintype n] {Y U : Matrix n p ℝ} {V : Matrix p p ℝ} (hY : Yᵀ * Y = 1)
    (hYU : Yᵀ * U = 0) (hV : Vᵀ * V = 1) (s : p → ℝ) (t : ℝ) :
    (Yᵀ * geodesic Y U V s t).det = ∏ i, Real.cos (t * s i) := by
  have h1 : Yᵀ * geodesic Y U V s t
      = V * diagonal (fun i => Real.cos (t * s i)) * Vᵀ := by
    rw [geodesic, frame, Matrix.mul_add]
    simp only [Matrix.mul_assoc]
    rw [← Matrix.mul_assoc Yᵀ Y, ← Matrix.mul_assoc Yᵀ U, hY, hYU, Matrix.one_mul,
      Matrix.zero_mul, add_zero]
  have h2 : V.det * V.det = 1 := by
    have h3 := congrArg Matrix.det hV
    rwa [det_mul, det_transpose, det_one] at h3
  rw [h1, det_mul, det_mul, det_transpose, det_diagonal]
  linear_combination (∏ i, Real.cos (t * s i)) * h2

/-- Two occupied and two virtual orbitals in a basis of four functions, with a mixing matrix
of entries `3/5` and `±4/5`, satisfy the conditions on `Y`, `U` and `V`. -/
theorem rotationData_witness :
    IsRotationData (!![1, 0; 0, 1; 0, 0; 0, 0] : Matrix (Fin 4) (Fin 2) ℝ)
      !![0, 0; 0, 0; 1, 0; 0, 1] !![3/5, -4/5; 4/5, 3/5] := by
  refine ⟨?_, ?_, ?_, ?_⟩ <;> ext i j <;> fin_cases i <;> fin_cases j <;>
    norm_num [Matrix.mul_apply, Fin.sum_univ_succ]

end

end GrassmannGeodesic
```

```lean
#print axioms GrassmannGeodesic.grassmann_geodesic
-- 'GrassmannGeodesic.grassmann_geodesic' depends on axioms: [propext, Classical.choice, Quot.sound]
#print axioms GrassmannGeodesic.det_overlap
-- 'GrassmannGeodesic.det_overlap' depends on axioms: [propext, Classical.choice, Quot.sound]
```

## How the lemmas follow the derivation

`frame_apply` is the entry formula with its sum over `k`. `geodesic_derivatives` uses it to reduce both derivative claims to scalar ones. The auxiliary facts `hc` and `hs` differentiate $\cos(\tau a)$ and $\sin(\tau a)$ by the chain rule, `hc2` and `hs2` do the same for the velocity coefficients, and `HasDerivAt.fun_sum` adds the terms. Orthonormality plays no part here.

`frame_overlap` is the four-block calculation. Its steps `h1` to `h4` evaluate the occupied–occupied block, the two mixed blocks and the virtual–virtual block, and the `calc` chain assembles them. The argument `he` is the scalar identity for $e_i$, so each later use only has to supply trigonometry. `velocity_gram` does this for $Y'^TY'$, where `linear_combination` multiplies $\sin^2+\cos^2=1$ by $s_i^2$.

`frame_mul` is the rescaling rule, obtained by regrouping the product until $V^TV$ appears and can be replaced by the identity.

In `grassmann_geodesic`, `hVV` turns $V^TV=1$ into $VV^T=1$, and `simp` settles the two initial conditions. Orthonormality and horizontality each apply `frame_overlap`, with constant coefficients $1$ and $0$. For the geodesic equation, `velocity_gram` and `frame_mul` rewrite the second term as a frame; the proof then compares entries, and `ring` cancels each summand.

`det_overlap` first reduces the overlap matrix to $V\cos(tS)V^T$, then uses $(\det V)^2=1$. It does not need the columns of $U$ to be orthonormal. Finally, `rotationData_witness` checks entry by entry that the $Y$, $U$ and $V$ of the four-function example satisfy all four assumptions.
